# Fall to the centre: for g > 1/4, every real solution of −u″ − g u/x² = 0 on x > 0 has zeros accumulating at 0

## A particle attracted by −g/x²

A particle of mass m moves on the half-line x > 0 in the potential

V(x) = −(ħ²/2m) g/x²,

where the real number g is the dimensionless coupling, positive for attraction. At zero energy the Schrödinger equation for the wave u is

−u″ − g u/x² = 0.

For g > 1/4 define the logarithmic frequency and the scale factor

ν = √(g − 1/4), s = exp(π/ν).

Here ν multiplies log x inside a sine; it is not the order of a Bessel function. The waves below carry no normalisation factor, since they are not square-integrable on the half-line.

Localising the particle within a distance x of the centre costs kinetic energy of order 1/x², the same power as the attraction. No length scale decides between the two, so the outcome depends on g alone, and 1/4 is the critical value.

In textbooks, "fall to the centre" usually means that the energy has no lower bound. The results here concern the zero-energy equation, where the fall shows up as endless oscillation towards x = 0. The step from these oscillations to the spectrum of a Hamiltonian, which also needs a boundary condition at the centre, is left unproved.

## Oscillation above 1/4, a positive solution at or below it

For g > 1/4, every real solution f on x > 0 has the following properties.

- There are real constants A and B with f(x) = √x (A sin(ν log x) + B cos(ν log x)).
- It obeys f(sx) = −√s f(x).
- It has a zero in (0, ε) for every ε > 0.

The particular solution √x sin(ν log x) vanishes exactly at x = exp(nπ/ν), with n an integer. For g ≤ 1/4 there is a solution that is positive on the whole half-line.

For one particle in a pure inverse-square potential with g > 1/4, a numerical grid of any fixed spacing therefore misses nodes of a nonzero zero-energy solution near the centre.

## The log-periodic wave solves the equation

Let θ be a real phase, and put φ = ν log x + θ, so that φ′ = ν/x. For u = √x sin φ the product rule gives

u′ = sin φ/(2√x) + √x cos φ · ν/x = (sin φ/2 + ν cos φ)/√x.

A second differentiation gives

u″ = x^(−3/2) [ν cos φ/2 − ν² sin φ − sin φ/4 − ν cos φ/2]
= −(ν² + 1/4) x^(−3/2) sin φ
= −g u/x².

The cosine terms cancel, and ν² + 1/4 = g.

## Every solution is a combination of two waves

For two solutions f and h, the Wronskian W = f h′ − f′ h has derivative

W′ = f h″ − f″ h = −g f h/x² + g f h/x² = 0,

so W is constant on x > 0. Take the waves with phases 0 and π/2,

u₀ = √x sin(ν log x), u₁ = √x cos(ν log x).

From the formula for u′, writing S and C for the sine and cosine of ν log x,

u₀′ u₁ − u₁′ u₀ = (S/2 + νC) C − (C/2 − νS) S = ν(S² + C²) = ν.

For any solution f, let c = f u₀′ − f′ u₀ and d = f u₁′ − f′ u₁, which are constants. Then

c u₁ − d u₀ = f (u₀′ u₁ − u₁′ u₀) = ν f,

and division by ν gives the general form with A = −d/ν and B = c/ν.

## Scaling by s flips the sign

Since ν log s = π,

ν log(sx) = ν log x + π.

Both sine and cosine change sign, and √(sx) = √s √x. Hence f(sx) = −√s f(x).

Given ε > 0, choose a = ε/(2s). Then sa = ε/2 < ε, and f(a) and f(sa) have opposite signs or are both zero. As f is continuous, it has a zero between a and sa, inclusive.

For u₀ the zeros follow directly: sin(ν log x) = 0 means ν log x = nπ. Successive zeros have ratio s, and they approach the centre as n → −∞.

## What happens at g = 1/4

For f = x^a,

f″ = a(a − 1) x^(a−2),

so the equation holds when a(1 − a) = g. For g ≤ 1/4 this has the real root a = 1/2 + √(1/4 − g), and x^a is positive.

At g = 1/4 this solution is √x, which has no zeros on x > 0. The accumulation of zeros therefore fails if the hypothesis g > 1/4 is weakened to g ≥ 1/4. The scaling law fails too: Lean sets π/0 = 0, so s would be 1 and the law would read f(x) = −f(x).

## The equation and the theorems in Lean

`IsSolution g f f'` takes two real functions. The name `f'` is an independent argument, and the definition makes it the slope: at every x > 0, `f` has derivative `f' x`, and `f'` has derivative −g f(x)/x². Together these are the second-order equation. Values at x ≤ 0 play no role, and no boundary condition or normalisability is imposed.

The definitions `nu`, `scale`, `wave` and `waveSlope` are ν, s, √x sin φ and its derivative. The theorem `wave_isSolution` allows g ≥ 1/4; at equality the wave reduces to √x sin θ.

The three properties of every solution are `general_solution`, `discrete_scaling` and `zeros_accumulate`. The exact zeros are in `wave_zero_iff`, and the positive solution is in `positive_solution_of_le`.

The functions are real-valued, which matters for the zeros: the complex solution √x exp(iν log x) has none on x > 0.

```lean
import Mathlib

open Real

namespace InverseSquareFall

noncomputable section

/-- `f`, with slope `f'`, solves the zero-energy equation `-f'' - g f / x² = 0` on the
half-line `x > 0`. -/
def IsSolution (g : ℝ) (f f' : ℝ → ℝ) : Prop :=
  ∀ x, 0 < x → HasDerivAt f (f' x) x ∧ HasDerivAt f' (-(g * f x / x ^ 2)) x

/-- The logarithmic frequency `ν = √(g - 1/4)`, for couplings `g ≥ 1/4`. -/
def nu (g : ℝ) : ℝ := √(g - 1 / 4)

/-- The scale factor `s = exp (π / ν)`, for couplings `g > 1/4`. -/
def scale (g : ℝ) : ℝ := exp (π / nu g)

/-- The log-periodic wave `√x sin (ν log x + θ)` with phase `θ`, on `x > 0`. -/
def wave (g θ x : ℝ) : ℝ := √x * sin (nu g * log x + θ)

/-- The function `(sin φ / 2 + ν cos φ) / √x` with `φ = ν log x + θ`, on `x > 0`. -/
def waveSlope (g θ x : ℝ) : ℝ :=
  (sin (nu g * log x + θ) / 2 + nu g * cos (nu g * log x + θ)) / √x

/-- Above the coupling `1/4` the logarithmic frequency is positive. -/
theorem nu_pos {g : ℝ} (hg : 1 / 4 < g) : 0 < nu g :=
  Real.sqrt_pos.2 (by linarith)

/-- For `g ≥ 1/4` the log-periodic wave `u` of any phase solves the zero-energy equation
`-u'' - g u / x² = 0` on `x > 0`, and `waveSlope` is its derivative there. -/
theorem wave_isSolution {g : ℝ} (hg : 1 / 4 ≤ g) (θ : ℝ) :
    IsSolution g (wave g θ) (waveSlope g θ) := by
  intro x hx
  have hr : 0 < √x := Real.sqrt_pos.2 hx
  have hxr : x = √x ^ 2 := (Real.sq_sqrt hx.le).symm
  have hn : g = nu g ^ 2 + 1 / 4 := by
    have h : nu g ^ 2 = g - 1 / 4 := Real.sq_sqrt (by linarith)
    linarith
  have hφ : HasDerivAt (fun y => nu g * log y + θ) (nu g * x⁻¹) x :=
    ((Real.hasDerivAt_log hx.ne').const_mul (nu g)).add_const θ
  have hs := Real.hasDerivAt_sqrt hx.ne'
  -- the algebra of both derivatives, with r = √x, S = sin φ, C = cos φ
  have key1 : ∀ r y S C n : ℝ, 0 < r → y = r ^ 2 →
      1 / (2 * r) * S + r * (C * (n * y⁻¹)) = (S / 2 + n * C) / r := by
    rintro r y S C n hr rfl
    field_simp
  have key2 : ∀ r y S C n G : ℝ, 0 < r → y = r ^ 2 → G = n ^ 2 + 1 / 4 →
      ((C * (n * y⁻¹) / 2 + n * (-S * (n * y⁻¹))) * r
        - (S / 2 + n * C) * (1 / (2 * r))) / r ^ 2 = -(G * (r * S) / y ^ 2) := by
    rintro r y S C n G hr rfl rfl
    field_simp
    ring
  constructor
  · exact (hs.fun_mul hφ.sin).congr_deriv
      (key1 (√x) x (sin (nu g * log x + θ)) (cos (nu g * log x + θ)) (nu g) hr hxr)
  · exact (((hφ.sin.div_const 2).fun_add (hφ.cos.const_mul (nu g))).fun_div hs
      hr.ne').congr_deriv
      (key2 (√x) x (sin (nu g * log x + θ)) (cos (nu g * log x + θ)) (nu g) g hr hxr hn)

/-- The Wronskian of two solutions at the same coupling is constant on the half-line. -/
theorem wronskian_const {g : ℝ} {f f' h h' : ℝ → ℝ} (hf : IsSolution g f f')
    (hh : IsSolution g h h') : ∃ c, ∀ x, 0 < x → f x * h' x - f' x * h x = c := by
  have hW : ∀ x, 0 < x → HasDerivAt (fun y => f y * h' y - f' y * h y) 0 x := by
    intro x hx
    refine (((hf x hx).1.fun_mul (hh x hx).2).fun_sub
      ((hf x hx).2.fun_mul (hh x hx).1)).congr_deriv ?_
    ring
  refine ⟨f 1 * h' 1 - f' 1 * h 1, fun x hx => ?_⟩
  exact isOpen_Ioi.is_const_of_deriv_eq_zero (f := fun y => f y * h' y - f' y * h y)
    isPreconnected_Ioi
    (fun y hy => (hW y hy).differentiableAt.differentiableWithinAt)
    (fun y hy => (hW y hy).deriv) (Set.mem_Ioi.2 hx) (Set.mem_Ioi.2 one_pos)

/-- For `g > 1/4` every real zero-energy solution on the half-line is
`√x (A sin (ν log x) + B cos (ν log x))` with constants `A` and `B`. -/
theorem general_solution {g : ℝ} (hg : 1 / 4 < g) {f f' : ℝ → ℝ} (hf : IsSolution g f f') :
    ∃ A B : ℝ, ∀ x, 0 < x →
      f x = √x * (A * sin (nu g * log x) + B * cos (nu g * log x)) := by
  obtain ⟨c, hc⟩ := wronskian_const hf (wave_isSolution hg.le 0)
  obtain ⟨d, hd⟩ := wronskian_const hf (wave_isSolution hg.le (π / 2))
  refine ⟨-d / nu g, c / nu g, fun x hx => ?_⟩
  have hr : √x ≠ 0 := (Real.sqrt_pos.2 hx).ne'
  have alg : ∀ r S C n : ℝ, r ≠ 0 → S ^ 2 + C ^ 2 = 1 →
      (S / 2 + n * C) / r * (r * C) - (C / 2 + n * -S) / r * (r * S) = n := by
    intro r S C n hr h
    have e : (S / 2 + n * C) / r * (r * C) - (C / 2 + n * -S) / r * (r * S)
        = n * (S ^ 2 + C ^ 2) := by
      field_simp
      ring
    rw [e, h, mul_one]
  -- the cosine and sine waves, in this order, have Wronskian ν
  have w := alg (√x) (sin (nu g * log x)) (cos (nu g * log x)) (nu g) hr
    (Real.sin_sq_add_cos_sq _)
  have h0 := hc x hx
  have h1 := hd x hx
  simp only [wave, waveSlope, add_zero] at h0
  simp only [wave, waveSlope, Real.sin_add_pi_div_two, Real.cos_add_pi_div_two] at h1
  have key : f x * nu g
      = c * (√x * cos (nu g * log x)) - d * (√x * sin (nu g * log x)) := by
    linear_combination -(f x) * w + (√x * cos (nu g * log x)) * h0
      - (√x * sin (nu g * log x)) * h1
  exact (eq_div_of_mul_eq (nu_pos hg).ne' key).trans (by ring)

/-- Discrete scale invariance: for `g > 1/4` every real zero-energy solution obeys
`f (s x) = -√s f x` on `x > 0`, with `s = exp (π / ν)`. -/
theorem discrete_scaling {g : ℝ} (hg : 1 / 4 < g) {f f' : ℝ → ℝ} (hf : IsSolution g f f')
    {x : ℝ} (hx : 0 < x) : f (scale g * x) = -√(scale g) * f x := by
  obtain ⟨A, B, h⟩ := general_solution hg hf
  have hs : 0 < scale g := Real.exp_pos _
  -- stretching by s advances the phase by π
  have hphase : nu g * log (scale g * x) = nu g * log x + π := by
    have hl : log (scale g) = π / nu g := Real.log_exp _
    rw [Real.log_mul hs.ne' hx.ne', hl, mul_add, mul_div_cancel₀ _ (nu_pos hg).ne', add_comm]
  rw [h _ (mul_pos hs hx), h x hx, hphase, Real.sin_add_pi, Real.cos_add_pi,
    Real.sqrt_mul hs.le]
  ring

/-- For `g > 1/4` every real zero-energy solution on the half-line has zeros arbitrarily close to
the centre. -/
theorem zeros_accumulate {g : ℝ} (hg : 1 / 4 < g) {f f' : ℝ → ℝ} (hf : IsSolution g f f')
    {ε : ℝ} (hε : 0 < ε) : ∃ x, 0 < x ∧ x < ε ∧ f x = 0 := by
  have hs : 1 < scale g := Real.one_lt_exp_iff.2 (div_pos Real.pi_pos (nu_pos hg))
  have hs0 : 0 < scale g := by linarith
  obtain ⟨a, ha, hae⟩ : ∃ a, 0 < a ∧ scale g * a = ε / 2 :=
    ⟨ε / 2 / scale g, by positivity, mul_div_cancel₀ _ hs0.ne'⟩
  have hab : a ≤ scale g * a := by nlinarith
  have hcont : ContinuousOn f (Set.Icc a (scale g * a)) := fun y hy =>
    (hf y (lt_of_lt_of_le ha hy.1)).1.continuousAt.continuousWithinAt
  have hflip := discrete_scaling hg hf ha
  have hq : 0 ≤ √(scale g) := Real.sqrt_nonneg _
  -- f a and f (s a) have opposite signs or are both zero, so f has a zero on [a, s a]
  have hz : (0 : ℝ) ∈ f '' Set.Icc a (scale g * a) := by
    rcases le_total (f a) 0 with h | h
    · exact intermediate_value_Icc hab hcont ⟨h, by rw [hflip]; nlinarith⟩
    · exact intermediate_value_Icc' hab hcont ⟨by rw [hflip]; nlinarith, h⟩
  obtain ⟨y, hy, hy0⟩ := hz
  exact ⟨y, lt_of_lt_of_le ha hy.1, by linarith [hy.2], hy0⟩

/-- For `g > 1/4` the zeros of `√x sin (ν log x)` on `x > 0` are exactly the points
`exp (n π / ν)` with `n` an integer. -/
theorem wave_zero_iff {g : ℝ} (hg : 1 / 4 < g) {x : ℝ} (hx : 0 < x) :
    wave g 0 x = 0 ↔ ∃ n : ℤ, x = exp (n * π / nu g) := by
  have hn := (nu_pos hg).ne'
  have hr : √x ≠ 0 := (Real.sqrt_pos.2 hx).ne'
  rw [wave, add_zero, mul_eq_zero, or_iff_right hr, Real.sin_eq_zero_iff]
  constructor
  · rintro ⟨n, h⟩
    exact ⟨n, by rw [h, mul_div_cancel_left₀ _ hn, Real.exp_log hx]⟩
  · rintro ⟨n, h⟩
    exact ⟨n, by rw [h, Real.log_exp, mul_div_cancel₀ _ hn]⟩

/-- For `g ≤ 1/4` there is a zero-energy solution that is positive on the whole half-line. -/
theorem positive_solution_of_le {g : ℝ} (hg : g ≤ 1 / 4) :
    ∃ f f' : ℝ → ℝ, IsSolution g f f' ∧ ∀ x, 0 < x → 0 < f x := by
  -- the exponent solves the indicial equation a (1 - a) = g
  obtain ⟨a, ha⟩ : ∃ a : ℝ, a * (1 - a) = g :=
    ⟨1 / 2 + √(1 / 4 - g), by
      linear_combination -(Real.sq_sqrt (show 0 ≤ 1 / 4 - g by linarith))⟩
  refine ⟨fun x => x ^ a, fun x => a * x ^ (a - 1), fun x hx => ⟨?_, ?_⟩,
    fun x hx => Real.rpow_pos_of_pos hx a⟩
  · exact Real.hasDerivAt_rpow_const (Or.inl hx.ne')
  · refine ((Real.hasDerivAt_rpow_const (p := a - 1) (Or.inl hx.ne')).const_mul a).congr_deriv ?_
    rw [Real.rpow_sub_one hx.ne', Real.rpow_sub_one hx.ne', ← ha]
    ring

end

end InverseSquareFall
```

```lean
#print axioms InverseSquareFall.zeros_accumulate
#print axioms InverseSquareFall.wave_zero_iff
#print axioms InverseSquareFall.positive_solution_of_le
```

```
'InverseSquareFall.zeros_accumulate' depends on axioms: [propext, Classical.choice, Quot.sound]
'InverseSquareFall.wave_zero_iff' depends on axioms: [propext, Classical.choice, Quot.sound]
'InverseSquareFall.positive_solution_of_le' depends on axioms: [propext, Classical.choice, Quot.sound]
```

## From the derivatives to the zeros

**The wave.** In `wave_isSolution`, `hφ` is the derivative of the phase. Lean's product, quotient and chain rules then produce both derivatives in raw form, and `congr_deriv` replaces each by the form wanted. The required identities are `key1` and `key2`. They are stated for a positive number r with x = r², so the square root becomes an ordinary variable and `field_simp` and `ring` can do the algebra.

**The Wronskian.** In `wronskian_const`, `hW` is the calculation W′ = 0. A function with zero derivative is constant on a connected open set, so W(x) equals its value at x = 1.

**The general solution.** `general_solution` applies the previous lemma to f with the sine wave and with the cosine wave, which gives c and d. The auxiliary identity `alg` is u₀′ u₁ − u₁′ u₀ = ν. The `linear_combination` step eliminates f′(x), as in the derivation, and `nu_pos` permits the division by ν.

**The scaling law.** In `discrete_scaling`, `hphase` is the phase advance by π. The rewriting then uses the sign changes of sine and cosine and the factorisation of √(sx).

**The zeros.** `zeros_accumulate` picks the same a as above and obtains continuity from differentiability. It splits on the sign of f(a), because the intermediate value theorem comes in two versions, one for f(a) ≤ f(sa) and one for the reverse. `wave_zero_iff` removes the nonzero factor √x, applies the known zeros of the sine, and converts between logarithm and exponential in both directions.

**The positive solution.** `positive_solution_of_le` first supplies the exponent a with a(1 − a) = g. It then differentiates the real power twice and uses the positivity of powers of a positive number.
